# A matrix keeps every eigenvector of a Hermitian matrix A exactly when it is a polynomial in A

Take a spin-1/2 and let A = diag(1, −1), its z component in units of ħ/2. The eigenvectors of A are the nonzero multiples of the basis states e₀ and e₁. If a matrix B has them as eigenvectors too, then B = diag(b₀, b₁). The straight line that takes the value b₀ at 1 and b₁ at −1 is

p(x) = (b₀ + b₁)/2 + (b₀ − b₁)x/2,

and B = p(A).

Now let A be the 2×2 identity, whose eigenvalue 1 is degenerate. Every nonzero state is an eigenvector, including e₀ + e₁. Since B(e₀ + e₁) = b₀e₀ + b₁e₁ must be a multiple of e₀ + e₁, it follows that b₀ = b₁, and B is again a polynomial in A, this time a constant one.

The general question is when a definite value of A fixes a definite value of B. For Hermitian A in finite dimension, the answer combines these two observations: superposition gives one number per eigenspace, and interpolation turns the numbers into a polynomial.

## States and eigenvectors

```lean
import Mathlib

open scoped Matrix Polynomial

namespace FunctionsOfObservable

variable {n : Type*} [Fintype n]
```

The finite type `n` labels the basis states, so the state space is ℂⁿ. The theorems stated for `n` hold for any finite number of labels; the counter-example at the end is a pair of 2×2 matrices.

```lean
/-- A nonzero state `v` is an eigenvector of `M` if `M` multiplies it by a complex number. -/
def IsEigenvector (M : Matrix n n ℂ) (v : n → ℂ) : Prop :=
  v ≠ 0 ∧ ∃ c : ℂ, M *ᵥ v = c • v
```

A state is a function `v : n → ℂ`, that is, a column of amplitudes, and it need not be normalised. The symbol `*ᵥ` applies a matrix to a column, and `•` multiplies by a number. The definition reads: v ≠ 0, and Mv = cv for some complex c.

## One number per eigenspace

```lean
/-- If every eigenvector of `A` is an eigenvector of `B`, then `B` acts on each eigenspace
of `A` as multiplication by a single number. -/
theorem scalar_on_eigenspace {A B : Matrix n n ℂ}
    (h : ∀ v, IsEigenvector A v → IsEigenvector B v) (a : ℂ) :
    ∃ b : ℂ, ∀ v, A *ᵥ v = a • v → B *ᵥ v = b • v := by
  by_cases hu : ∃ u : n → ℂ, u ≠ 0 ∧ A *ᵥ u = a • u
  · obtain ⟨u, hu0, hAu⟩ := hu
    obtain ⟨-, b, hb⟩ := h u ⟨hu0, a, hAu⟩
    refine ⟨b, fun v hAv => ?_⟩
    -- a multiple of `u` has the same eigenvalue as `u`
    have multiple : ∀ k : ℂ, v = k • u → B *ᵥ v = b • v := by
      intro k hk
      rw [hk, Matrix.mulVec_smul, hb, smul_comm]
    by_cases hv0 : v = 0
    · exact multiple 0 (by rw [hv0, zero_smul])
    obtain ⟨-, c, hc⟩ := h v ⟨hv0, a, hAv⟩
    by_cases hs : u + v = 0
    · exact multiple (-1) (by rw [neg_one_smul]; exact eq_neg_of_add_eq_zero_right hs)
    -- the superposition `u + v` is an eigenvector of `A`, hence of `B`
    obtain ⟨-, d, hd⟩ := h (u + v) ⟨hs, a, by rw [Matrix.mulVec_add, hAu, hAv, smul_add]⟩
    rw [Matrix.mulVec_add, hb, hc] at hd
    have key : (b - d) • u = (d - c) • v := by
      linear_combination (norm := module) hd
    by_cases hdc : d - c = 0
    · rw [hdc, zero_smul] at key
      have hbd : b - d = 0 := (smul_eq_zero.mp key).resolve_right hu0
      have hcb : c = b := by linear_combination -hdc - hbd
      rw [hc, hcb]
    · refine multiple ((d - c)⁻¹ * (b - d)) ?_
      rw [← smul_smul, key, smul_smul, inv_mul_cancel₀ hdc, one_smul]
  · refine ⟨0, fun v hAv => ?_⟩
    have hv : v = 0 := by
      by_contra hv
      exact hu ⟨v, hv, hAv⟩
    rw [hv, Matrix.mulVec_zero, smul_zero]
```

In a Lean theorem, the hypotheses stand before the first colon that is outside all brackets, the claim after it, and the proof after `:= by`. Here `h` says that every eigenvector of A is an eigenvector of B. The claim is that for each number a there is a single b with Bv = bv whenever Av = av. A need not be Hermitian.

By hand, fix u ≠ 0 with Au = au, and let Bu = bu. Take any v with Av = av. If v = 0 or v = −u, then v is a multiple of u and Bv = bv. Otherwise v and u + v are both eigenvectors of A, so Bv = cv and B(u + v) = d(u + v) for some c and d. Hence

bu + cv = du + dv, or (b − d)u = (d − c)v.

If d = c, then (b − d)u = 0, so b = d = c. If d ≠ c, then v is a multiple of u, and again Bv = bv.

The `by_cases` lines make these distinctions, `multiple` finishes each case in which v has been written as a multiple of u, and `key` is the displayed equation. If a is not an eigenvalue, only v = 0 qualifies, and b = 0 serves.

## From eigenvalues to matrices

```lean
variable [DecidableEq n]

/-- On an eigenvector of `A` with eigenvalue `a`, the matrix `p(A)` acts as the number `p(a)`. -/
theorem aeval_mulVec {A : Matrix n n ℂ} {v : n → ℂ} {a : ℂ} (h : A *ᵥ v = a • v)
    (p : ℂ[X]) : Polynomial.aeval A p *ᵥ v = p.eval a • v := by
  have hpow : ∀ k : ℕ, A ^ k *ᵥ v = a ^ k • v := by
    intro k
    induction k with
    | zero => simp
    | succ k ih =>
      rw [pow_succ, ← Matrix.mulVec_mulVec, h, Matrix.mulVec_smul, ih, smul_smul, pow_succ']
  induction p using Polynomial.induction_on' with
  | add p q hp hq => rw [map_add, Matrix.add_mulVec, hp, hq, Polynomial.eval_add, add_smul]
  | monomial k c =>
    rw [Polynomial.aeval_monomial, Polynomial.eval_monomial, Algebra.algebraMap_eq_smul_one,
      smul_mul_assoc, one_mul, Matrix.smul_mulVec, hpow, smul_smul]
```

`Polynomial.aeval A p` is p(A), with a constant term c read as c times the identity. `p.eval a` is the number p(a). The theorem says that Av = av implies p(A)v = p(a)v. For powers,

Aᵏ⁺¹v = Aᵏ(Av) = aAᵏv = aᵏ⁺¹v,

which is the induction in `hpow`. Multiplying by coefficients and adding gives the result for p, in the `monomial` and `add` cases.

```lean
/-- Two matrices that act alike on an orthonormal eigenbasis of a Hermitian matrix are equal. -/
theorem eq_of_eigenbasis {A B D : Matrix n n ℂ} (hA : A.IsHermitian)
    (h : ∀ i, B *ᵥ (hA.eigenvectorBasis i).ofLp = D *ᵥ (hA.eigenvectorBasis i).ofLp) :
    B = D := by
  have hL : B.mulVecLin ∘ₗ (WithLp.linearEquiv 2 ℂ (n → ℂ)).toLinearMap =
      D.mulVecLin ∘ₗ (WithLp.linearEquiv 2 ℂ (n → ℂ)).toLinearMap := by
    refine hA.eigenvectorBasis.toBasis.ext fun i => ?_
    rw [OrthonormalBasis.coe_toBasis]
    exact h i
  have hv : ∀ v : n → ℂ, B *ᵥ v = D *ᵥ v := fun v =>
    LinearMap.congr_fun hL (WithLp.toLp 2 v)
  ext i j
  simpa using congrFun (hv (Pi.single j 1)) i
```

`hA` is the assumption A† = A. From it, Mathlib's spectral theorem supplies an orthonormal eigenbasis `hA.eigenvectorBasis`, written φᵢ here; `.ofLp` turns φᵢ into a plain column. If Bφᵢ = Dφᵢ for all i, expand v = Σᵢ cᵢφᵢ to get

Bv = Σᵢ cᵢBφᵢ = Σᵢ cᵢDφᵢ = Dv.

The basis lemma `ext` carries out this expansion. Applying both matrices to the unit vector `Pi.single j 1` then compares their columns.

## The equivalence

```lean
/-- For Hermitian `A` and any `B`, every eigenvector of `A` is an eigenvector of `B` if and
only if `B` is a complex polynomial in `A`. -/
theorem eigenvectors_preserved_iff {A : Matrix n n ℂ} (hA : A.IsHermitian)
    (B : Matrix n n ℂ) :
    (∀ v, IsEigenvector A v → IsEigenvector B v) ↔
      ∃ p : ℂ[X], B = Polynomial.aeval A p := by
  constructor
  · intro h
    choose g hg using scalar_on_eigenspace h
    -- interpolate the eigenvalues of `B` on the spectrum of `A`
    let s : Finset ℂ := Finset.univ.image fun i => (hA.eigenvalues i : ℂ)
    refine ⟨Lagrange.interpolate s id g, eq_of_eigenbasis hA fun i => ?_⟩
    have hi : A *ᵥ (hA.eigenvectorBasis i).ofLp =
        (hA.eigenvalues i : ℂ) • (hA.eigenvectorBasis i).ofLp :=
      (hA.mulVec_eigenvectorBasis i).trans (by ext j; simp)
    have hmem : (hA.eigenvalues i : ℂ) ∈ s :=
      Finset.mem_image.mpr ⟨i, Finset.mem_univ i, rfl⟩
    have hev : (Lagrange.interpolate s id g).eval (hA.eigenvalues i : ℂ) =
        g (hA.eigenvalues i : ℂ) :=
      Lagrange.eval_interpolate_at_node g Function.injective_id.injOn hmem
    rw [hg _ _ hi, aeval_mulVec hi, hev]
  · rintro ⟨p, rfl⟩ v ⟨hv, a, ha⟩
    exact ⟨hv, p.eval a, aeval_mulVec ha p⟩
```

For Hermitian A and any complex B, the two sides of `↔` are "every eigenvector of A is an eigenvector of B" and "B = p(A) for some complex polynomial p".

From right to left, p(A)v = p(a)v suffices. From left to right, `choose` collects the numbers b into a function g, so that Av = av implies Bv = g(a)v. Let s be the set of distinct eigenvalues of A. The Lagrange polynomial

p(x) = Σ_{a∈s} g(a) Π_{a′∈s, a′≠a} (x − a′)/(a − a′)

satisfies p(a) = g(a) on s. With aᵢ the eigenvalue of φᵢ,

Bφᵢ = g(aᵢ)φᵢ = p(aᵢ)φᵢ = p(A)φᵢ,

so B = p(A) by the previous theorem. The last `rw` of this direction is that chain.

For a Hamiltonian H that is a finite matrix, the propagator exp(−iHt/ħ) at a fixed time keeps every eigenvector of H, so it is a polynomial in H. The step from such a matrix to an operator on an infinite-dimensional Hilbert space needs other tools, since values prescribed at infinitely many points of a spectrum can't in general be interpolated by a polynomial.

A different model would define a function of A spectrally, as f(A) = Σₐ f(a)Pₐ, with Pₐ the projector onto the eigenspace of a and f any complex function on the spectrum. For finite Hermitian matrices this yields the same set of matrices. The left-to-right direction would then need no interpolation, but the statement would no longer say that linear combinations of powers of A are enough.

## Hermitian B and real coefficients

```lean
/-- For Hermitian `A`, the sum of `p(A)` and its adjoint is a polynomial in `A` with real
coefficients. -/
theorem add_adjoint_real {A : Matrix n n ℂ} (hA : A.IsHermitian) (p : ℂ[X]) :
    ∃ q : ℝ[X], Polynomial.aeval A p + (Polynomial.aeval A p)ᴴ =
      Polynomial.aeval A (q.map (algebraMap ℝ ℂ)) := by
  induction p using Polynomial.induction_on' with
  | add p₁ p₂ h₁ h₂ =>
    obtain ⟨q₁, h₁⟩ := h₁
    obtain ⟨q₂, h₂⟩ := h₂
    refine ⟨q₁ + q₂, ?_⟩
    rw [Polynomial.map_add, map_add, map_add, ← h₁, ← h₂, Matrix.conjTranspose_add]
    abel
  | monomial k c =>
    refine ⟨Polynomial.monomial k (2 * c.re), ?_⟩
    simp only [Polynomial.map_monomial, Polynomial.aeval_monomial,
      Algebra.algebraMap_eq_smul_one, smul_mul_assoc, one_mul, Matrix.conjTranspose_smul,
      Matrix.conjTranspose_pow, hA.eq]
    rw [← add_smul]
    congr 1
    apply Complex.ext <;> simp [two_mul]
```

The symbol `ᴴ` is the dagger, and `q.map (algebraMap ℝ ℂ)` is the real polynomial q with its coefficients read as complex numbers. Since A† = A,

cAᵏ + (cAᵏ)† = (c + c̄)Aᵏ = 2 Re(c) Aᵏ.

Summing over the terms of p gives a real polynomial q with p(A) + p(A)† = q(A).

```lean
/-- A polynomial with real coefficients in a Hermitian matrix is Hermitian. -/
theorem real_polynomial_isHermitian {A : Matrix n n ℂ} (hA : A.IsHermitian) (q : ℝ[X]) :
    (Polynomial.aeval A (q.map (algebraMap ℝ ℂ))).IsHermitian := by
  induction q using Polynomial.induction_on' with
  | add p q hp hq =>
    rw [Polynomial.map_add, map_add]
    exact hp.add hq
  | monomial k r =>
    unfold Matrix.IsHermitian
    simp only [Polynomial.map_monomial, Polynomial.aeval_monomial,
      Algebra.algebraMap_eq_smul_one, smul_mul_assoc, one_mul, Matrix.conjTranspose_smul,
      Matrix.conjTranspose_pow, hA.eq]
    congr 1
    apply Complex.ext <;> simp
```

Conversely, (rAᵏ)† = rAᵏ for real r, and sums of Hermitian matrices are Hermitian.

```lean
/-- For Hermitian `A`, a matrix `B` is Hermitian and has every eigenvector of `A` as an
eigenvector if and only if `B` is a polynomial in `A` with real coefficients. -/
theorem observable_iff_real_polynomial {A : Matrix n n ℂ} (hA : A.IsHermitian)
    (B : Matrix n n ℂ) :
    ((∀ v, IsEigenvector A v → IsEigenvector B v) ∧ B.IsHermitian) ↔
      ∃ q : ℝ[X], B = Polynomial.aeval A (q.map (algebraMap ℝ ℂ)) := by
  constructor
  · rintro ⟨h, hB⟩
    obtain ⟨p, hp⟩ := (eigenvectors_preserved_iff hA B).mp h
    obtain ⟨q, hq⟩ := add_adjoint_real hA p
    -- `B` is half the sum of itself and its adjoint
    refine ⟨Polynomial.C (1 / 2) * q, ?_⟩
    have half : algebraMap ℝ ℂ (1 / 2) = 1 / 2 := by simp
    rw [Polynomial.map_mul, Polynomial.map_C, map_mul, Polynomial.aeval_C, ← hq, ← hp,
      hB.eq, half, Algebra.algebraMap_eq_smul_one, smul_mul_assoc, one_mul]
    module
  · rintro ⟨q, rfl⟩
    exact ⟨(eigenvectors_preserved_iff hA _).mpr ⟨_, rfl⟩, real_polynomial_isHermitian hA q⟩
```

B is Hermitian and keeps every eigenvector of A exactly when B = q(A) for some q with real coefficients. By hand, the main theorem gives B = p(A), and B† = B gives

B = (B + B†)/2 = (p(A) + p(A)†)/2,

which is half of the real polynomial found above. The other direction joins the main theorem to the preceding one.

The claim is that a real polynomial exists, not that every polynomial representing B is real. For A = diag(1, −1), where A² = 1, adding i(x² − 1) to a polynomial leaves its matrix unchanged.

## Commuting with a non-degenerate observable

```lean
/-- If no eigenvalue of the Hermitian matrix `A` is degenerate, a matrix commutes with `A`
if and only if it is a complex polynomial in `A`. -/
theorem commute_iff_of_nondegenerate {A : Matrix n n ℂ} (hA : A.IsHermitian)
    (hnd : ∀ (a : ℂ) (u v : n → ℂ), u ≠ 0 → A *ᵥ u = a • u → A *ᵥ v = a • v →
      ∃ c : ℂ, v = c • u) (B : Matrix n n ℂ) :
    A * B = B * A ↔ ∃ p : ℂ[X], B = Polynomial.aeval A p := by
  constructor
  · intro hAB
    refine (eigenvectors_preserved_iff hA B).mp ?_
    rintro v ⟨hv, a, ha⟩
    -- `B v` lies in the same one-dimensional eigenspace as `v`
    refine ⟨hv, hnd a v (B *ᵥ v) hv ha ?_⟩
    rw [Matrix.mulVec_mulVec, hAB, ← Matrix.mulVec_mulVec, ha, Matrix.mulVec_smul]
  · rintro ⟨p, rfl⟩
    have h : Polynomial.aeval A (Polynomial.X * p) = Polynomial.aeval A (p * Polynomial.X) := by
      rw [mul_comm]
    rwa [map_mul, map_mul, Polynomial.aeval_X] at h
```

The hypothesis `hnd` expresses non-degeneracy: if u ≠ 0 and v belong to the same eigenvalue, then v is a multiple of u. If AB = BA and Av = av with v ≠ 0, then

A(Bv) = B(Av) = a(Bv),

so Bv is a multiple of v. B therefore keeps every eigenvector of A, and the main theorem applies. Conversely, x·p(x) = p(x)·x gives A p(A) = p(A) A.

With no condition on degeneracy the equivalence fails: diag(1, 2) commutes with the 2×2 identity, whose polynomials are only multiples of the identity.

## A nilpotent matrix as counter-example

```lean
/-- Every eigenvector of the non-Hermitian matrix with rows (0, 1) and (0, 0) is an eigenvector
of diag(1, 2), yet diag(1, 2) is not a polynomial in that matrix. -/
theorem fails_without_hermiticity :
    (∀ v, IsEigenvector !![(0 : ℂ), 1; 0, 0] v → IsEigenvector !![(1 : ℂ), 0; 0, 2] v) ∧
      ¬ ∃ p : ℂ[X], !![(1 : ℂ), 0; 0, 2] = Polynomial.aeval !![(0 : ℂ), 1; 0, 0] p := by
  constructor
  · rintro v ⟨hv, c, hc⟩
    have h0 : v 1 = c * v 0 := by
      simpa [Matrix.mulVec, dotProduct, Fin.sum_univ_succ] using congrFun hc 0
    have h1 : c * v 1 = 0 := by
      simpa [Matrix.mulVec, dotProduct, Fin.sum_univ_succ] using congrFun hc 1
    have hv1 : v 1 = 0 := by
      rcases mul_eq_zero.mp h1 with h | h
      · rw [h0, h, zero_mul]
      · exact h
    refine ⟨hv, 1, ?_⟩
    ext i
    fin_cases i <;> simp [Matrix.mulVec, dotProduct, Fin.sum_univ_succ, hv1]
  · rintro ⟨p, hp⟩
    -- a polynomial in a matrix commutes with it, but these two matrices do not commute
    have h : Polynomial.aeval !![(0 : ℂ), 1; 0, 0] (Polynomial.X * p) =
        Polynomial.aeval !![(0 : ℂ), 1; 0, 0] (p * Polynomial.X) := by
      rw [mul_comm]
    rw [map_mul, map_mul, Polynomial.aeval_X, ← hp] at h
    have h01 := congrFun (congrFun h 0) 1
    norm_num [Matrix.mul_apply, Fin.sum_univ_succ] at h01

end FunctionsOfObservable
```

Call the matrix with rows (0, 1) and (0, 0) N, and let D = diag(1, 2). With components numbered from 0, as in Lean, Nv = cv means

v₁ = cv₀ and 0 = cv₁.

Either c = 0, and then v₁ = 0 by the first equation, or v₁ = 0 by the second. So every eigenvector of N is a multiple of e₀, and D multiplies it by 1. Yet D is no polynomial in N, because it doesn't commute with N: the entry in row 0, column 1 is 2 for ND and 1 for DN.

The main equivalence therefore does not extend to all square matrices A. What N lacks is a basis of eigenvectors, and the argument by hand uses Hermiticity only to obtain one; the Lean theorem itself is stated for Hermitian A.

```lean
#print axioms FunctionsOfObservable.observable_iff_real_polynomial
#print axioms FunctionsOfObservable.commute_iff_of_nondegenerate
#print axioms FunctionsOfObservable.fails_without_hermiticity
```

```
'FunctionsOfObservable.observable_iff_real_polynomial' depends on axioms: [propext, Classical.choice, Quot.sound]
'FunctionsOfObservable.commute_iff_of_nondegenerate' depends on axioms: [propext, Classical.choice, Quot.sound]
'FunctionsOfObservable.fails_without_hermiticity' depends on axioms: [propext, Classical.choice, Quot.sound]
```
